# A doubly stochastic $3\times3$ matrix $B$ holds the squared moduli of a unitary exactly when the numbers $\sqrt{B_{0i}B_{1i}}$ satisfy the triangle inequalities

Q: Suppose I want a pulse that empties each level of a three-level system into the other two with equal probability. Every row and column of my target table sums to one, so the bookkeeping raises no objection. Yet a numerical search for the pulse never reaches the target, and I can't tell whether to blame the optimiser or the table. What is wrong?

A: The table. Write $B_{ij}$ for the probability of going from level $j$ to level $i$, with levels numbered 0, 1, 2. Coherent evolution needs a unitary $U$ with $|U_{ij}|^2=B_{ij}$, and its rows must be orthogonal:
$$\sum_i U_{0i}\overline{U_{1i}}=0 .$$
The three terms have moduli $p_i=\sqrt{B_{0i}B_{1i}}$. If three complex numbers sum to zero, each is minus the sum of the other two, so each $p_i$ is at most the sum of the other two. Your table has $p=(0,0,\tfrac12)$, which fails.

Q: That rules tables out. If the inequalities hold, why must a unitary exist?

A: Because you can build it.

1. Let $f(t)=|p_0+p_1e^{it}|$. Then $f(0)=p_0+p_1\ge p_2$ and $f(\pi)=|p_0-p_1|\le p_2$. By continuity $f(t)=p_2$ for some $t$; put $z=e^{it}$.
2. If $p_2\neq0$, put $w=-(p_0+p_1z)/p_2$, which has modulus 1. If $p_2=0$, then $p_0+p_1z=0$ already, and $w=1$ will do. With $\zeta=(1,z,w)$ we have $\sum_i p_i\zeta_i=0$.
3. Take the rows $u_i=\sqrt{B_{0i}}$ and $v_i=\sqrt{B_{1i}}\,\overline{\zeta_i}$. They have unit norm because the rows of $B$ sum to one, and $\sum_i u_i\overline{v_i}=\sum_i p_i\zeta_i=0$.
4. Take $x=\overline{u\times v}$ as the third row. Then $\sum_i u_i\overline{x_i}=u\cdot(u\times v)=0$, and likewise for $v$. Its squared norm is $\|u\|^2\|v\|^2-|\sum_i u_i\overline{v_i}|^2=1$.
5. The columns of a unitary also have unit norm, so $|U_{2j}|^2=1-B_{0j}-B_{1j}=B_{2j}$.

Q: Show me one with numbers.

A: Let each level survive with probability $\tfrac19$ and go to each other level with probability $\tfrac49$. Then $p=(\tfrac29,\tfrac29,\tfrac49)$, a flat triangle, closed by $\zeta=(1,1,-1)$. The rows are $u=\tfrac13(1,2,2)$ and $v=\tfrac13(2,1,-2)$, and the cross product gives $x=\tfrac13(-2,2,-1)$. Its squares are $\tfrac49,\tfrac49,\tfrac19$, as required.

Q: Now the formal version. What does it take a table to be?

In Lean 4 with Mathlib:

```lean
import Mathlib

open Matrix ComplexConjugate

namespace BranchingTables

noncomputable section

/-- A branching table for three levels: nonnegative transition probabilities whose rows and
columns each sum to one. -/
def IsBranchingTable (B : Matrix (Fin 3) (Fin 3) ℝ) : Prop :=
  (∀ i j, 0 ≤ B i j) ∧ (∀ i, ∑ j, B i j = 1) ∧ (∀ j, ∑ i, B i j = 1)
```

A: `IsBranchingTable` is what textbooks call doubly stochastic. `Fin 3` labels the levels 0, 1, 2. Unit column sums say that no population leaves the three levels; unit row sums say that equal populations stay equal.

Q: And where is the quantum mechanics?

```lean
/-- A table is realizable if its entries are the squared moduli of the amplitudes of some
unitary matrix. -/
def Realizable (B : Matrix (Fin 3) (Fin 3) ℝ) : Prop :=
  ∃ U ∈ Matrix.unitaryGroup (Fin 3) ℂ, ∀ i j, ‖U i j‖ ^ 2 = B i j
```

A: In `Realizable`, usually called unistochastic. It asks for a complex matrix in Mathlib's unitary group whose squared moduli are exactly the entries of $B$. The phases are left free.

```lean
/-- The link length of rows `r` and `s` in column `i`: the geometric mean of the two
probabilities. -/
def linkLength (B : Matrix (Fin 3) (Fin 3) ℝ) (r s i : Fin 3) : ℝ :=
  √(B r i * B s i)

/-- Three lengths close to a (possibly flat) triangle: each is at most the sum of the other
two. -/
def Closes (p : Fin 3 → ℝ) : Prop :=
  p 0 ≤ p 1 + p 2 ∧ p 1 ≤ p 0 + p 2 ∧ p 2 ≤ p 0 + p 1
```

`linkLength B r s i` is $\sqrt{B_{ri}B_{si}}$, so our $p_i$ is `linkLength B 0 1 i`. `Closes` is the conjunction of the three inequalities, with flat triangles allowed.

Q: Does that settle what my spectrometer can do?

A: It settles whether a target table is compatible with some unitary on a closed three-level system, such as an isolated spin 1, before you search for a pulse. The step left to you is from the existence of $U$ to a pulse that your available Hamiltonians can generate.

Q: Then take me through the proof. Does necessity depend on having three levels?

```lean
/-- For two different rows of a unitary matrix of any finite size, the product of moduli in one
column is at most the sum of the products in all other columns. -/
theorem unitary_polygon_inequality {n : Type*} [Fintype n] [DecidableEq n]
    {U : Matrix n n ℂ} (hU : U ∈ Matrix.unitaryGroup n ℂ) {r s : n} (hrs : r ≠ s) (k : n) :
    ‖U r k‖ * ‖U s k‖ ≤ ∑ i ∈ Finset.univ.erase k, ‖U r i‖ * ‖U s i‖ := by
  -- orthogonality of the two rows
  have h : ∑ i, U r i * star (U s i) = 0 := by
    have h1 := congrFun (congrFun (Matrix.mem_unitaryGroup_iff.mp hU) r) s
    rw [Matrix.mul_apply, Matrix.one_apply_ne hrs] at h1
    exact h1
  have h2 : U r k * star (U s k) = -∑ i ∈ Finset.univ.erase k, U r i * star (U s i) :=
    eq_neg_of_add_eq_zero_left ((Finset.add_sum_erase Finset.univ
      (fun i => U r i * star (U s i)) (Finset.mem_univ k)).trans h)
  calc ‖U r k‖ * ‖U s k‖ = ‖U r k * star (U s k)‖ := by rw [norm_mul, norm_star]
    _ = ‖∑ i ∈ Finset.univ.erase k, U r i * star (U s i)‖ := by rw [h2, norm_neg]
    _ ≤ ∑ i ∈ Finset.univ.erase k, ‖U r i * star (U s i)‖ := norm_sum_le _ _
    _ = ∑ i ∈ Finset.univ.erase k, ‖U r i‖ * ‖U s i‖ := by
      simp only [norm_mul, norm_star]
```

A: No, this inequality holds for any finite size. The membership lemma gives $UU^\dagger=1$, and its $(r,s)$ entry is the orthogonality of two rows. The proof isolates the term in column $k$, takes norms and applies `norm_sum_le`, the triangle inequality for sums. The converse is proved only for three levels.

```lean
/-- In a realizable table the link lengths of any two different rows close to a triangle. -/
theorem Realizable.closes {B : Matrix (Fin 3) (Fin 3) ℝ} (hB : Realizable B)
    {r s : Fin 3} (hrs : r ≠ s) : Closes (linkLength B r s) := by
  obtain ⟨U, hU, hUB⟩ := hB
  have hl : ∀ i, linkLength B r s i = ‖U r i‖ * ‖U s i‖ := by
    intro i
    rw [linkLength, ← hUB, ← hUB, ← mul_pow, Real.sqrt_sq (by positivity)]
  have h := unitary_polygon_inequality hU hrs
  have e := fun k : Fin 3 => Finset.add_sum_erase Finset.univ
    (fun i => ‖U r i‖ * ‖U s i‖) (Finset.mem_univ k)
  simp only [Fin.sum_univ_three] at e
  simp only [Closes, hl]
  refine ⟨?_, ?_, ?_⟩
  · linarith [h 0, e 0]
  · linarith [h 1, e 1]
  · linarith [h 2, e 2]
```

For three levels, `hl` identifies each link length with $|U_{ri}||U_{si}|$, and `linarith` reads off the three inequalities. The table needs no separate assumption here.

Q: Where does the continuity argument enter?

```lean
/-- Three lengths that satisfy the triangle inequalities can be given phases so that the
resulting complex numbers sum to zero. -/
theorem exists_closing_phases {p : Fin 3 → ℝ} (hp : Closes p) :
    ∃ ζ : Fin 3 → ℂ, (∀ i, ‖ζ i‖ = 1) ∧ ∑ i, (p i : ℂ) * ζ i = 0 := by
  obtain ⟨h0, h1, h2⟩ := hp
  -- turn the second side until the free end is at distance `p 2` from the origin
  have hz : ∃ z : ℂ, ‖z‖ = 1 ∧ ‖(p 0 : ℂ) + p 1 * z‖ = p 2 := by
    have hc : Continuous fun t : ℝ => ‖(p 0 : ℂ) + p 1 * Complex.exp (t * Complex.I)‖ := by
      fun_prop
    have e0 : ‖(p 0 : ℂ) + p 1 * Complex.exp ((0 : ℝ) * Complex.I)‖ = |p 0 + p 1| := by
      rw [Complex.ofReal_zero, zero_mul, Complex.exp_zero, mul_one, ← Complex.ofReal_add,
        Complex.norm_real, Real.norm_eq_abs]
    have e1 : ‖(p 0 : ℂ) + p 1 * Complex.exp (Real.pi * Complex.I)‖ = |p 0 - p 1| := by
      have e : (p 0 : ℂ) + p 1 * Complex.exp (Real.pi * Complex.I)
          = ((p 0 - p 1 : ℝ) : ℂ) := by
        rw [Complex.exp_pi_mul_I]
        push_cast
        ring
      rw [e, Complex.norm_real, Real.norm_eq_abs]
    obtain ⟨t, -, ht⟩ := intermediate_value_Icc' Real.pi_pos.le hc.continuousOn
      ⟨e1.le.trans (abs_le.mpr ⟨by linarith, by linarith⟩),
        (h2.trans (le_abs_self _)).trans e0.ge⟩
    exact ⟨Complex.exp (t * Complex.I), Complex.norm_exp_ofReal_mul_I t, ht⟩
  obtain ⟨z, hz, hzc⟩ := hz
  -- the third side leads back to the origin
  have hw : ∃ w : ℂ, ‖w‖ = 1 ∧ (p 0 : ℂ) + p 1 * z + p 2 * w = 0 := by
    by_cases hc : p 2 = 0
    · refine ⟨1, norm_one, ?_⟩
      rw [hc] at hzc
      rw [norm_eq_zero.mp hzc, hc, Complex.ofReal_zero, zero_mul, add_zero]
    · have hc' : (p 2 : ℂ) ≠ 0 := Complex.ofReal_ne_zero.mpr hc
      have hpos : 0 ≤ p 2 := hzc ▸ norm_nonneg _
      refine ⟨-((p 0 : ℂ) + p 1 * z) / p 2, ?_, ?_⟩
      · rw [norm_div, norm_neg, hzc, Complex.norm_real, Real.norm_eq_abs,
          abs_of_nonneg hpos, div_self hc]
      · rw [mul_div_cancel₀ _ hc', add_neg_cancel]
  obtain ⟨w, hw, hsum⟩ := hw
  refine ⟨![1, z, w], ?_, ?_⟩
  · intro i
    fin_cases i <;> simp [hz, hw]
  · rw [Fin.sum_univ_three]
    change (p 0 : ℂ) * 1 + p 1 * z + p 2 * w = 0
    rw [mul_one, hsum]
```

A: In `hz`. The values `e0` and `e1` are $f(0)$ and $f(\pi)$, and `intermediate_value_Icc'` supplies the angle between them. Then `hw` finds the last phase, with the case $p_2=0$ treated separately as in step 2.

Q: And the third row?

```lean
/-- Two orthonormal amplitude vectors of a three-level system are the first two rows of some
unitary matrix. -/
theorem exists_unitary_completion (u v : Fin 3 → ℂ) (hu : ∑ i, u i * conj (u i) = 1)
    (hv : ∑ i, v i * conj (v i) = 1) (huv : ∑ i, u i * conj (v i) = 0) :
    ∃ U ∈ Matrix.unitaryGroup (Fin 3) ℂ, (∀ i, U 0 i = u i) ∧ ∀ i, U 1 i = v i := by
  have hvu := congrArg conj huv
  simp only [Fin.sum_univ_three, map_add, map_mul, Complex.conj_conj, map_zero]
    at hu hv huv hvu
  -- the third row is the conjugate cross product
  refine ⟨!![u 0, u 1, u 2; v 0, v 1, v 2;
    conj (u 1 * v 2 - u 2 * v 1), conj (u 2 * v 0 - u 0 * v 2),
    conj (u 0 * v 1 - u 1 * v 0)], ?_, ?_, ?_⟩
  · rw [Matrix.mem_unitaryGroup_iff]
    ext i j
    simp only [Matrix.mul_apply, Fin.sum_univ_three, Matrix.star_apply]
    fin_cases i <;> fin_cases j <;> simp
    · linear_combination hu
    · linear_combination huv
    · ring
    · linear_combination hvu
    · linear_combination hv
    · ring
    · ring
    · ring
    · linear_combination (v 0 * conj (v 0) + v 1 * conj (v 1) + v 2 * conj (v 2)) * hu + hv
        - (v 0 * conj (u 0) + v 1 * conj (u 1) + v 2 * conj (u 2)) * huv
  · intro i
    fin_cases i <;> rfl
  · intro i
    fin_cases i <;> rfl
```

A: The matrix is written out with the conjugate cross product as its last row. `fin_cases` splits $UU^\dagger=1$ into nine scalar equations. Most are either the assumed orthonormality or identities for `ring`; the last `linear_combination` is the norm calculation of step 4.

Q: So the main theorem only assembles these?

```lean
/-- A three-level branching table comes from a unitary matrix exactly when the link lengths of
its first two rows satisfy the triangle inequalities. -/
theorem realizable_iff_closes {B : Matrix (Fin 3) (Fin 3) ℝ} (hB : IsBranchingTable B) :
    Realizable B ↔ Closes (linkLength B 0 1) := by
  refine ⟨fun h => h.closes (by decide), fun h => ?_⟩
  obtain ⟨hpos, hrow, hcol⟩ := hB
  obtain ⟨ζ, hζ, hsum⟩ := exists_closing_phases h
  have nu : ∀ i, ‖(√(B 0 i) : ℂ)‖ ^ 2 = B 0 i := by
    intro i
    rw [Complex.norm_real, Real.norm_eq_abs, sq_abs, Real.sq_sqrt (hpos 0 i)]
  have nv : ∀ i, ‖(√(B 1 i) : ℂ) * conj (ζ i)‖ ^ 2 = B 1 i := by
    intro i
    rw [norm_mul, RCLike.norm_conj, hζ, mul_one, Complex.norm_real, Real.norm_eq_abs,
      sq_abs, Real.sq_sqrt (hpos 1 i)]
  have hu : ∑ i, (√(B 0 i) : ℂ) * conj (√(B 0 i) : ℂ) = 1 := by
    simp only [Complex.mul_conj, Complex.normSq_eq_norm_sq, nu]
    exact_mod_cast hrow 0
  have hv : ∑ i, ((√(B 1 i) : ℂ) * conj (ζ i)) * conj ((√(B 1 i) : ℂ) * conj (ζ i)) = 1 := by
    simp only [Complex.mul_conj, Complex.normSq_eq_norm_sq, nv]
    exact_mod_cast hrow 1
  -- the closed triangle is the orthogonality of the first two rows
  have huv : ∑ i, (√(B 0 i) : ℂ) * conj ((√(B 1 i) : ℂ) * conj (ζ i)) = 0 := by
    rw [← hsum]
    refine Finset.sum_congr rfl fun i _ => ?_
    rw [linkLength, Real.sqrt_mul (hpos 0 i), Complex.ofReal_mul, map_mul,
      Complex.conj_ofReal, Complex.conj_conj, mul_assoc]
  obtain ⟨U, hU, h0, h1⟩ := exists_unitary_completion
    (fun i => (√(B 0 i) : ℂ)) (fun i => (√(B 1 i) : ℂ) * conj (ζ i)) hu hv huv
  have r0 : ∀ j, ‖U 0 j‖ ^ 2 = B 0 j := fun j => (congrArg (‖·‖ ^ 2) (h0 j)).trans (nu j)
  have r1 : ∀ j, ‖U 1 j‖ ^ 2 = B 1 j := fun j => (congrArg (‖·‖ ^ 2) (h1 j)).trans (nv j)
  -- unit columns fix the moduli of the third row
  have r2 : ∀ j, ‖U 2 j‖ ^ 2 = B 2 j := by
    intro j
    have hj := congrFun (congrFun (Matrix.mem_unitaryGroup_iff'.mp hU) j) j
    rw [Matrix.mul_apply, Matrix.one_apply_eq] at hj
    have e : ∀ i, (star U) j i * U i j = ((‖U i j‖ ^ 2 : ℝ) : ℂ) := by
      intro i
      rw [Matrix.star_apply, mul_comm, ← starRingEnd_apply, Complex.mul_conj,
        Complex.normSq_eq_norm_sq]
    simp only [e] at hj
    have hj' : ∑ i, ‖U i j‖ ^ 2 = 1 := by exact_mod_cast hj
    have hc := hcol j
    rw [Fin.sum_univ_three] at hj' hc
    linarith [r0 j, r1 j]
  refine ⟨U, hU, fun i j => ?_⟩
  fin_cases i
  · exact r0 j
  · exact r1 j
  · exact r2 j
```

A: Yes. For a doubly stochastic $3\times3$ table, it says that `Realizable B` and `Closes (linkLength B 0 1)` are equivalent. The forward direction is the necessity lemma. In the other direction, `nu` and `nv` compute the squared moduli of the chosen rows, `hu` and `hv` their norms, and `huv` turns the closed triangle into orthogonality. After the completion, `r2` uses the unit columns to obtain the third row's moduli, as in step 5.

Q: You singled out rows 0 and 1. Could another pair still fail?

```lean
/-- If the link lengths of the first two rows of a branching table close to a triangle, so do
those of any two different rows. -/
theorem closes_of_closes {B : Matrix (Fin 3) (Fin 3) ℝ} (hB : IsBranchingTable B)
    (h : Closes (linkLength B 0 1)) {r s : Fin 3} (hrs : r ≠ s) :
    Closes (linkLength B r s) :=
  ((realizable_iff_closes hB).mpr h).closes hrs
```

A: No. If the first pair closes, a unitary exists, and necessity applied to that unitary closes every pair of different rows.

Q: My failed target had survival probability zero, and your example had $\tfrac19$. What happens in between?

```lean
/-- The isotropic table: each level survives with probability `a` and goes to either other
level with probability `(1 - a) / 2`. -/
def isotropicTable (a : ℝ) : Matrix (Fin 3) (Fin 3) ℝ :=
  Matrix.of fun i j => if i = j then a else (1 - a) / 2
```

A: `isotropicTable a` has survival probability $a$ on the diagonal and $(1-a)/2$ elsewhere. For $0\le a\le1$,
$$p_0=p_1=\sqrt{\frac{a(1-a)}2},\qquad p_2=\frac{1-a}2 .$$
Since $p_2\ge0$, two of the inequalities are automatic. The third, $p_2\le2p_0$, has nonnegative sides, so we may square it:
$$\frac{(1-a)^2}{4}\le2a(1-a)
\quad\Longleftrightarrow\quad
(1-a)(1-9a)\le0 .$$
On the interval $0\le a\le1$ this means $a\ge\tfrac19$, including the endpoint $a=1$, where nothing moves.

```lean
/-- For a survival probability `a` between zero and one, the isotropic table comes from a
unitary matrix exactly when `a` is at least `1/9`. -/
theorem isotropic_realizable_iff {a : ℝ} (h0 : 0 ≤ a) (h1 : a ≤ 1) :
    Realizable (isotropicTable a) ↔ 1 / 9 ≤ a := by
  have hB : IsBranchingTable (isotropicTable a) := by
    refine ⟨fun i j => ?_, fun i => ?_, fun j => ?_⟩
    · simp only [isotropicTable, Matrix.of_apply]
      split_ifs <;> linarith
    · fin_cases i <;> simp [isotropicTable, Fin.sum_univ_three] <;> ring
    · fin_cases j <;> simp [isotropicTable, Fin.sum_univ_three] <;> ring
  have l0 : linkLength (isotropicTable a) 0 1 0 = √(a * ((1 - a) / 2)) := by
    simp [linkLength, isotropicTable]
  have l1 : linkLength (isotropicTable a) 0 1 1 = √(a * ((1 - a) / 2)) := by
    rw [mul_comm a]
    simp [linkLength, isotropicTable]
  have l2 : linkLength (isotropicTable a) 0 1 2 = (1 - a) / 2 := by
    have e : linkLength (isotropicTable a) 0 1 2 = √((1 - a) / 2 * ((1 - a) / 2)) := by
      simp [linkLength, isotropicTable]
    rw [e, Real.sqrt_mul_self (by linarith)]
  have hs := Real.mul_self_sqrt (mul_nonneg h0 (by linarith : 0 ≤ (1 - a) / 2))
  have hs0 := Real.sqrt_nonneg (a * ((1 - a) / 2))
  rw [realizable_iff_closes hB, Closes, l0, l1, l2]
  generalize √(a * ((1 - a) / 2)) = s at hs hs0
  constructor
  · rintro ⟨-, -, h⟩
    by_contra ha
    have hq := mul_self_le_mul_self (by linarith : 0 ≤ (1 - a) / 2) h
    have hm := mul_pos (by linarith : 0 < 1 - a) (by linarith : 0 < 1 - 9 * a)
    nlinarith
  · intro ha
    refine ⟨by linarith, by linarith, ?_⟩
    by_contra h
    have hq := mul_self_lt_mul_self (by linarith : 0 ≤ s + s) (not_le.mp h)
    have hm := mul_nonneg (by linarith : 0 ≤ 1 - a) (by linarith : 0 ≤ 9 * a - 1)
    nlinarith

end

end BranchingTables
```

The proof checks that the table is doubly stochastic, evaluates the link lengths in `l0`, `l1` and `l2`, and calls the square root $s$. Each direction then argues by contradiction: it squares the inequality between $(1-a)/2$ and $2s$, and `nlinarith` compares the result with the sign of $(1-a)(1-9a)$.

Q: So below $\tfrac19$ I should change the target and leave the optimiser alone.

A: For an exact isotropic table and unitary evolution within the three levels, yes. Noise or relaxation puts you in a different problem, where the threshold need not hold: choosing at random, with equal odds, between the two cyclic permutations of the levels gives $a=0$. Borrowing further levels coherently doesn't help. If all the population is back in the three levels at the end, whichever of them it started in, then the $3\times3$ block of the larger unitary is itself unitary, and the same threshold applies.

```lean
#print axioms BranchingTables.realizable_iff_closes
-- 'BranchingTables.realizable_iff_closes' depends on axioms: [propext, Classical.choice, Quot.sound]
#print axioms BranchingTables.closes_of_closes
-- 'BranchingTables.closes_of_closes' depends on axioms: [propext, Classical.choice, Quot.sound]
#print axioms BranchingTables.isotropic_realizable_iff
-- 'BranchingTables.isotropic_realizable_iff' depends on axioms: [propext, Classical.choice, Quot.sound]
```
